# The f-sum rule for a separable nonlocal potential in a finite basis

The position operator $X$ is taken here as a Hermitian operator on a finite-dimensional complex space, the same space on which the Hamiltonian acts. Thus $X^2$ is the square of a finite matrix, which in general differs from the matrix of $x^2$ in a truncated basis. The Hamiltonian is $H_0+V$, where $V$ is the separable nonlocal potential and $H_0$ is the rest. With this choice of $X$, the energy-weighted transition strength out of any eigenstate splits into half the expectation value of a double commutator with $H_0$ and a correction made of projector overlaps.

For electronic-structure calculations on finite systems, such as molecules, with separable pseudopotentials, this gives a consistency check on computed transition strengths, within a single-particle model on a finite basis and with every eigenstate kept in the sum.

## The operators

In Lean 4 with Mathlib:

```lean
import Mathlib

open scoped InnerProductSpace ComplexConjugate

namespace NonlocalFSum

noncomputable section

variable {E ι κ : Type*} [NormedAddCommGroup E] [InnerProductSpace ℂ E]
  [Fintype ι] [Fintype κ]
```

`E` is the complex inner product space. The finite type `ι` labels eigenstates and the finite type `κ` labels projectors. The inner product `⟪x, y⟫_ℂ` is linear in its second argument, as in Dirac notation.

```lean
/-- The separable nonlocal potential `∑ i j, D i j |p i⟩⟨p j|` with projectors `p` and
coupling matrix `D`. -/
def separable (D : Matrix κ κ ℂ) (p : κ → E) : Module.End ℂ E where
  toFun x := ∑ i, ∑ j, (D i j * ⟪p j, x⟫_ℂ) • p i
  map_add' x y := by
    simp only [inner_add_right, mul_add, add_smul, Finset.sum_add_distrib]
  map_smul' a x := by
    simp only [inner_smul_right, Finset.smul_sum, smul_smul, RingHom.id_apply]
    refine Finset.sum_congr rfl fun i _ => Finset.sum_congr rfl fun j _ => ?_
    congr 1
    ring
```

This defines the nonlocal potential

$$V=\sum_{ij}D_{ij}\,|p_i\rangle\langle p_j| .$$

`Module.End ℂ E` is the type of linear maps from `E` to itself. The field `toFun` says what $V$ does to a vector, and the other two fields prove that it is linear. The projector functions $p_i$ need be neither normalised nor orthogonal.

```lean
/-- The double commutator `[X, [A, X]]`. -/
def doubleComm (X A : Module.End ℂ E) : Module.End ℂ E :=
  X * (A * X - X * A) - (A * X - X * A) * X
```

For operators, `*` is composition, so this is $[X,[A,X]]$ with $[A,X]=AX-XA$.

```lean
/-- The nonlocal correction to the f-sum in the state `ψ`, written with projector overlaps. -/
def nonlocalCorrection (D : Matrix κ κ ℂ) (p : κ → E) (X : Module.End ℂ E) (ψ : E) : ℝ :=
  (∑ i, ∑ j, D i j * (⟪X ψ, p i⟫_ℂ * ⟪p j, X ψ⟫_ℂ
    - ⟪ψ, X (X (p i))⟫_ℂ * ⟪p j, ψ⟫_ℂ)).re
```

The correction in a state $\psi$ is the real number

$$C(\psi)=\mathrm{Re}\sum_{ij}D_{ij}\big(\langle X\psi,p_i\rangle\langle p_j,X\psi\rangle-\langle\psi,X^2p_i\rangle\langle p_j,\psi\rangle\big).$$

## The double commutator of the potential

```lean
/-- Matrix elements of the separable potential are sums of products of projector overlaps. -/
theorem inner_separable (D : Matrix κ κ ℂ) (p : κ → E) (x y : E) :
    ⟪x, separable D p y⟫_ℂ = ∑ i, ∑ j, D i j * ⟪x, p i⟫_ℂ * ⟪p j, y⟫_ℂ := by
  change ⟪x, ∑ i, ∑ j, (D i j * ⟪p j, y⟫_ℂ) • p i⟫_ℂ = _
  simp only [inner_sum, inner_smul_right]
  refine Finset.sum_congr rfl fun i _ => Finset.sum_congr rfl fun j _ => ?_
  ring
```

In a theorem, the hypotheses stand before the colon, the claim after it, and the proof after `:= by`. Here the claim is

$$\langle x,Vy\rangle=\sum_{ij}D_{ij}\langle x,p_i\rangle\langle p_j,y\rangle ,$$

which follows by pulling the sums and scalars out of the inner product.

```lean
/-- A Hermitian coupling matrix gives a symmetric nonlocal potential. -/
theorem separable_isSymmetric {D : Matrix κ κ ℂ} (hD : D.IsHermitian) (p : κ → E) :
    LinearMap.IsSymmetric (separable D p) := by
  intro x y
  rw [← inner_conj_symm (separable D p x) y, inner_separable, inner_separable]
  simp only [map_sum, map_mul, inner_conj_symm]
  rw [Finset.sum_comm]
  refine Finset.sum_congr rfl fun j _ => Finset.sum_congr rfl fun i _ => ?_
  have h : conj (D i j) = D j i := hD.apply j i
  rw [h]
  ring
```

If $D$ is Hermitian, then so is $V$. `LinearMap.IsSymmetric` means $\langle Vx,y\rangle=\langle x,Vy\rangle$ for all vectors. By hand,

$$\langle Vx,y\rangle=\overline{\langle y,Vx\rangle}=\sum_{ij}\overline{D_{ij}}\,\langle p_i,y\rangle\langle x,p_j\rangle=\sum_{ij}D_{ji}\langle x,p_j\rangle\langle p_i,y\rangle=\langle x,Vy\rangle .$$

The relabelling of the indices is `Finset.sum_comm`, and `h` supplies $\overline{D_{ij}}=D_{ji}$.

```lean
/-- The expectation value of `[X, [A, X]]` for symmetric `X`, written out in three terms. -/
theorem inner_doubleComm {X : Module.End ℂ E} (hX : LinearMap.IsSymmetric X)
    (A : Module.End ℂ E) (ψ : E) :
    ⟪ψ, doubleComm X A ψ⟫_ℂ = 2 * ⟪X ψ, A (X ψ)⟫_ℂ
      - ⟪ψ, X (X (A ψ))⟫_ℂ - ⟪ψ, A (X (X ψ))⟫_ℂ := by
  have h : ⟪X ψ, A (X ψ)⟫_ℂ = ⟪ψ, X (A (X ψ))⟫_ℂ := hX _ _
  simp only [doubleComm, LinearMap.sub_apply, Module.End.mul_apply, map_sub, inner_sub_right]
  rw [h]
  ring
```

Multiplying out gives $[X,[A,X]]=2XAX-X^2A-AX^2$. Moving one $X$ to the left in the first term yields

$$\langle\psi,[X,[A,X]]\psi\rangle=2\langle X\psi,AX\psi\rangle-\langle\psi,X^2A\psi\rangle-\langle\psi,AX^2\psi\rangle .$$

The operator $A$ is arbitrary; only $X$ has to be Hermitian.

```lean
/-- For symmetric `X` and Hermitian `D`, the double commutator of `X` with the nonlocal potential
has expectation value twice the nonlocal correction. -/
theorem inner_doubleComm_separable {D : Matrix κ κ ℂ} (hD : D.IsHermitian) (p : κ → E)
    {X : Module.End ℂ E} (hX : LinearMap.IsSymmetric X) (ψ : E) :
    ⟪ψ, doubleComm X (separable D p) ψ⟫_ℂ = 2 * (nonlocalCorrection D p X ψ : ℂ) := by
  have hV := separable_isSymmetric hD p
  have hXX : ∀ y, ⟪ψ, X (X y)⟫_ℂ = ⟪X (X ψ), y⟫_ℂ := fun y => by
    rw [hX (X ψ) y, hX ψ (X y)]
  have hcorr : nonlocalCorrection D p X ψ =
      (⟪X ψ, separable D p (X ψ)⟫_ℂ - ⟪ψ, X (X (separable D p ψ))⟫_ℂ).re := by
    unfold nonlocalCorrection
    simp only [hXX, inner_separable, ← Finset.sum_sub_distrib]
    congr 1
    refine Finset.sum_congr rfl fun i _ => Finset.sum_congr rfl fun j _ => ?_
    ring
  -- the first term is real, the other two are conjugate to each other
  have hz : conj ⟪X ψ, separable D p (X ψ)⟫_ℂ = ⟪X ψ, separable D p (X ψ)⟫_ℂ := by
    rw [inner_conj_symm, hV (X ψ) (X ψ)]
  have hw : conj ⟪ψ, X (X (separable D p ψ))⟫_ℂ = ⟪ψ, separable D p (X (X ψ))⟫_ℂ := by
    rw [hXX, inner_conj_symm, hV ψ (X (X ψ))]
  have h := Complex.add_conj
    (⟪X ψ, separable D p (X ψ)⟫_ℂ - ⟪ψ, X (X (separable D p ψ))⟫_ℂ)
  rw [← hcorr, map_sub, hz, hw] at h
  push_cast at h
  rw [inner_doubleComm hX]
  linear_combination h
```

Now put $A=V$ and write $z=\langle X\psi,VX\psi\rangle$ and $w=\langle\psi,X^2V\psi\rangle$. Since $V$ is Hermitian, $z$ is real. Since $X$ is Hermitian too, $\langle\psi,VX^2\psi\rangle=\overline{w}$. Therefore

$$\langle\psi,[X,[V,X]]\psi\rangle=2z-w-\overline{w}=2\,\mathrm{Re}(z-w)=2C(\psi).$$

The last equality is the matrix-element formula applied to $z$ and $w$. In the proof, `hcorr` is that equality, `hz` says that $z$ is real, and `hw` relates the other two terms. The closing `linear_combination h` checks that the goal follows from `h` by algebra.

## The sum rule

```lean
/-- Nonlocal f-sum rule: for symmetric `X`, Hermitian `D` and an orthonormal eigenbasis, with real
energies, of `H0` plus the separable potential, the energy-weighted transition strength out of `b o`
is half the expectation value of `[X, [H0, X]]` in `b o` plus the nonlocal correction. -/
theorem nonlocal_f_sum (b : OrthonormalBasis ι ℂ E) (e : ι → ℝ) (H0 : Module.End ℂ E)
    {X : Module.End ℂ E} (hX : LinearMap.IsSymmetric X)
    {D : Matrix κ κ ℂ} (hD : D.IsHermitian) (p : κ → E)
    (hb : ∀ n, (H0 + separable D p) (b n) = (e n : ℂ) • b n) (o : ι) :
    ((∑ n, (e n - e o) * ‖⟪b n, X (b o)⟫_ℂ‖ ^ 2 : ℝ) : ℂ) =
      ⟪b o, doubleComm X H0 (b o)⟫_ℂ / 2 + (nonlocalCorrection D p X (b o) : ℂ) := by
  classical
  have hsplit : doubleComm X (H0 + separable D p) =
      doubleComm X H0 + doubleComm X (separable D p) := by
    simp only [doubleComm]
    noncomm_ring
  obtain ⟨H, hH⟩ : ∃ H, H = H0 + separable D p := ⟨_, rfl⟩
  rw [← hH] at hb hsplit
  -- the full Hamiltonian acts to the left on its eigenstates
  have hleft : ∀ n y, ⟪b n, H y⟫_ℂ = (e n : ℂ) * ⟪b n, y⟫_ℂ := by
    intro n y
    conv_lhs => rw [← b.sum_repr' y]
    simp only [map_sum, map_smul, hb, inner_sum, inner_smul_right,
      orthonormal_iff_ite.mp b.orthonormal, mul_ite, mul_one, mul_zero,
      Finset.sum_ite_eq, Finset.mem_univ, if_true]
    ring
  -- resolution of the identity in the eigenbasis
  have hsum : ((∑ n, (e n - e o) * ‖⟪b n, X (b o)⟫_ℂ‖ ^ 2 : ℝ) : ℂ) =
      ⟪X (b o), H (X (b o))⟫_ℂ - (e o : ℂ) * ⟪X (b o), X (b o)⟫_ℂ := by
    rw [← b.sum_inner_mul_inner (X (b o)) (H (X (b o))),
      ← b.sum_inner_mul_inner (X (b o)) (X (b o)), Finset.mul_sum,
      ← Finset.sum_sub_distrib]
    push_cast
    refine Finset.sum_congr rfl fun n _ => ?_
    have hn : ⟪X (b o), b n⟫_ℂ * ⟪b n, X (b o)⟫_ℂ = (‖⟪b n, X (b o)⟫_ℂ‖ : ℂ) ^ 2 := by
      rw [← inner_conj_symm (X (b o)) (b n), Complex.conj_mul']
    rw [hleft]
    linear_combination (-((e n : ℂ) - e o)) * hn
  have hdc := inner_doubleComm hX H (b o)
  have hXX : ⟪b o, X (X (b o))⟫_ℂ = ⟪X (b o), X (b o)⟫_ℂ := (hX _ _).symm
  rw [hleft, hb, map_smul, map_smul, inner_smul_right, hXX, hsplit, LinearMap.add_apply,
    inner_add_right, inner_doubleComm_separable hD p hX] at hdc
  rw [hsum]
  linear_combination (-1 / 2 : ℂ) * hdc
```

The basis `b` is a finite orthonormal basis of eigenvectors $b_n$ of $H=H_0+V$ with real energies $e_n$, as stated by `hb`. The initial state $b_o$ may be any of them, and degeneracies are allowed. The claim is

$$\sum_n(e_n-e_o)\,|\langle b_n,Xb_o\rangle|^2=\tfrac12\langle b_o,[X,[H_0,X]]b_o\rangle+C(b_o).$$

The left side is real but is written as a complex number, because the expectation value on the right has complex type. That $H_0$ is Hermitian is not assumed: $H$ is Hermitian because it has real energies in an orthonormal basis, $V$ is Hermitian, and $H_0$ is their difference.

The derivation has three steps.

1. Expanding $y$ in the eigenbasis gives $\langle b_n,Hy\rangle=e_n\langle b_n,y\rangle$. This is `hleft`.
2. Inserting $\sum_n|b_n\rangle\langle b_n|=1$ gives
$$\sum_n(e_n-e_o)|\langle b_n,Xb_o\rangle|^2=\langle Xb_o,HXb_o\rangle-e_o\langle Xb_o,Xb_o\rangle .$$
This is `hsum`.
3. In the three-term formula with $A=H$ and $\psi=b_o$, each of the last two terms equals $e_o\langle Xb_o,Xb_o\rangle$. Hence
$$\langle b_o,[X,[H,X]]b_o\rangle=2\big(\langle Xb_o,HXb_o\rangle-e_o\langle Xb_o,Xb_o\rangle\big),$$
which is twice the transition sum.

The double commutator is linear in its inner operator, so it splits into an $H_0$ part and a $V$ part (`hsplit`). The $V$ part contributes $2C(b_o)$, and halving gives the claim.

Two restrictions matter in practice. The eigenvectors are orthonormal in the ordinary inner product, so the generalised eigenproblem with an overlap operator, as in ultrasoft and PAW methods, is not covered as it stands. Nor can the $H_0$ term equal $\hbar^2/2m$ in every eigenstate, which is its value without basis truncation for a particle of mass $m$ when $H_0$ is the kinetic energy plus a local potential: in finite dimension a commutator has zero trace, so the expectation values of $[X,[H_0,X]]$ over the eigenbasis add up to zero.

```lean
/-- The f-sum rule for `H0 + c |v⟩⟨v|` with a single projector `v` and real strength `c`. -/
theorem single_projector_f_sum (b : OrthonormalBasis ι ℂ E) (e : ι → ℝ)
    (H0 : Module.End ℂ E) {X : Module.End ℂ E} (hX : LinearMap.IsSymmetric X) (c : ℝ) (v : E)
    (hb : ∀ n, H0 (b n) + ((c : ℂ) * ⟪v, b n⟫_ℂ) • v = (e n : ℂ) • b n) (o : ι) :
    ((∑ n, (e n - e o) * ‖⟪b n, X (b o)⟫_ℂ‖ ^ 2 : ℝ) : ℂ) =
      ⟪b o, doubleComm X H0 (b o)⟫_ℂ / 2 + ((c * (‖⟪v, X (b o)⟫_ℂ‖ ^ 2
        - (⟪b o, X (X v)⟫_ℂ * ⟪v, b o⟫_ℂ).re) : ℝ) : ℂ) := by
  have hD : Matrix.IsHermitian (fun _ _ : Unit => (c : ℂ)) :=
    Matrix.IsHermitian.ext fun _ _ => Complex.conj_ofReal c
  have h := nonlocal_f_sum b e H0 hX hD (fun _ => v)
    (fun n => by rw [LinearMap.add_apply, ← hb n]; simp [separable]) o
  have hn : ⟪X (b o), v⟫_ℂ * ⟪v, X (b o)⟫_ℂ = ((‖⟪v, X (b o)⟫_ℂ‖ ^ 2 : ℝ) : ℂ) := by
    rw [← inner_conj_symm (X (b o)) v, Complex.conj_mul', Complex.ofReal_pow]
  have hc : nonlocalCorrection (fun _ _ : Unit => (c : ℂ)) (fun _ => v) X (b o) =
      c * (‖⟪v, X (b o)⟫_ℂ‖ ^ 2 - (⟪b o, X (X v)⟫_ℂ * ⟪v, b o⟫_ℂ).re) := by
    simp only [nonlocalCorrection, Finset.univ_unique, Finset.sum_singleton]
    rw [hn, Complex.re_ofReal_mul, Complex.sub_re, Complex.ofReal_re]
  rw [hc] at h
  exact h
```

With one projector $v$ and real strength $c$, the Hamiltonian is $H=H_0+c\,|v\rangle\langle v|$, and `hb` writes out its eigenvalue equation. The projector type is `Unit`, which has a single element, and $D$ is the number $c$. Because $\langle Xb_o,v\rangle\langle v,Xb_o\rangle=|\langle v,Xb_o\rangle|^2$, the rule becomes

$$\sum_n(e_n-e_o)|\langle b_n,Xb_o\rangle|^2=\tfrac12\langle b_o,[X,[H_0,X]]b_o\rangle+c\big(|\langle v,Xb_o\rangle|^2-\mathrm{Re}\,\langle b_o,X^2v\rangle\langle v,b_o\rangle\big).$$

The vector $v$ need not be normalised. For nonzero $v$, the strength that belongs to the unit vector $v/\|v\|$ is $c\|v\|^2$. At $c=0$ the correction disappears and the rule for $H_0$ alone remains.

## Shifted origins and localised projectors

```lean
/-- For symmetric `X` and Hermitian `D`, the nonlocal correction is unchanged when the origin of `X`
is shifted by a real `a`. -/
theorem nonlocalCorrection_shift {D : Matrix κ κ ℂ} (hD : D.IsHermitian) (p : κ → E)
    {X : Module.End ℂ E} (hX : LinearMap.IsSymmetric X) (a : ℝ) (ψ : E) :
    nonlocalCorrection D p (X - (a : ℂ) • 1) ψ = nonlocalCorrection D p X ψ := by
  have hX' : LinearMap.IsSymmetric (X - (a : ℂ) • (1 : Module.End ℂ E)) := by
    intro x y
    change ⟪X x - (a : ℂ) • x, y⟫_ℂ = ⟪x, X y - (a : ℂ) • y⟫_ℂ
    rw [inner_sub_left, inner_sub_right, inner_smul_left, inner_smul_right,
      Complex.conj_ofReal, hX x y]
  have hdc : doubleComm (X - (a : ℂ) • 1) (separable D p) = doubleComm X (separable D p) := by
    simp only [doubleComm, mul_sub, sub_mul, smul_mul_assoc, mul_smul_comm, one_mul, mul_one]
    module
  have h := inner_doubleComm_separable hD p hX' ψ
  rw [hdc, inner_doubleComm_separable hD p hX ψ] at h
  exact_mod_cast (mul_left_cancel₀ two_ne_zero h).symm
```

For Hermitian $X$ and $D$, replacing $X$ by $X-a$ with real $a$ leaves $C(\psi)$ unchanged, although its two terms can change separately. A number commutes with every operator, so $[X-a,[V,X-a]]=[X,[V,X]]$. Both corrections are half the expectation value of this one operator, hence equal. The proof takes the same route: `hX'` shows that the shifted operator is still Hermitian, and `hdc` is the equality of the double commutators.

```lean
/-- The nonlocal correction vanishes if all projectors are eigenvectors of `X` with one common
real eigenvalue `x`. -/
theorem nonlocalCorrection_eq_zero (D : Matrix κ κ ℂ) (p : κ → E)
    {X : Module.End ℂ E} (hX : LinearMap.IsSymmetric X) (x : ℝ)
    (hp : ∀ i, X (p i) = (x : ℂ) • p i) (ψ : E) :
    nonlocalCorrection D p X ψ = 0 := by
  have h : ∀ i j, ⟪X ψ, p i⟫_ℂ * ⟪p j, X ψ⟫_ℂ
      - ⟪ψ, X (X (p i))⟫_ℂ * ⟪p j, ψ⟫_ℂ = 0 := by
    intro i j
    rw [hX ψ (p i), ← hX (p j) ψ, hp, hp, map_smul, hp, inner_smul_right, inner_smul_left,
      inner_smul_right, inner_smul_right, Complex.conj_ofReal]
    ring
  simp only [nonlocalCorrection, h, mul_zero, Finset.sum_const_zero, Complex.zero_re]
```

Suppose that every projector satisfies $Xp_i=x\,p_i$ with the same real $x$. This idealises projectors sharply localised at one value of the coordinate. Then

$$\langle X\psi,p_i\rangle\langle p_j,X\psi\rangle=x^2\langle\psi,p_i\rangle\langle p_j,\psi\rangle=\langle\psi,X^2p_i\rangle\langle p_j,\psi\rangle ,$$

so each term of the correction vanishes, for any matrix $D$. So when the correction is nonzero, some projector is spread over several values of $X$, or $D$ couples projectors that sit at different values of it.

## Two levels, where the correction is the whole sum

```lean
/-- In a two-level system with `H0 = 0`, projector `b 0` and `X = |b 0⟩⟨b 1| + |b 1⟩⟨b 0|`, the
hypotheses of the single-projector rule hold and the correction in the state `b 1` is `c`. -/
theorem single_projector_witness (b : OrthonormalBasis (Fin 2) ℂ E) (c : ℝ) :
    LinearMap.IsSymmetric (separable !![0, 1; 1, 0] b) ∧
    (∀ n, (0 : Module.End ℂ E) (b n) + ((c : ℂ) * ⟪b 0, b n⟫_ℂ) • b 0
      = ((![c, 0] n : ℝ) : ℂ) • b n) ∧
    c * (‖⟪b 0, separable !![0, 1; 1, 0] b (b 1)⟫_ℂ‖ ^ 2
      - (⟪b 1, separable !![0, 1; 1, 0] b (separable !![0, 1; 1, 0] b (b 0))⟫_ℂ
        * ⟪b 0, b 1⟫_ℂ).re) = c := by
  have h := orthonormal_iff_ite.mp b.orthonormal
  have h1 : separable !![0, 1; 1, 0] b (b 1) = b 0 := by
    simp [separable, Fin.sum_univ_two, h]
  have h0 : separable !![0, 1; 1, 0] b (b 0) = b 1 := by
    simp [separable, Fin.sum_univ_two, h]
  refine ⟨separable_isSymmetric (Matrix.IsHermitian.ext fun i j => ?_) b, fun n => ?_, ?_⟩
  · fin_cases i <;> fin_cases j <;> simp
  · fin_cases n <;> simp [h]
  · rw [h0, h1]
    simp [h]

end

end NonlocalFSum
```

A two-level system already shows a correction that does not vanish for $c\neq0$. Take $H_0=0$, $v=b_0$ and $X=|b_0\rangle\langle b_1|+|b_1\rangle\langle b_0|$. The file builds this $X$ with `separable`, using the matrix `!![0, 1; 1, 0]` and the basis vectors as projectors.

The theorem has three parts, joined by `∧`: $X$ is Hermitian, $b_0$ and $b_1$ are eigenvectors of $c\,|b_0\rangle\langle b_0|$ with energies $c$ and $0$, and the correction in the state $b_1$ equals $c$. For the last part, $Xb_1=b_0$ gives $|\langle b_0,Xb_1\rangle|^2=1$, while the second term contains $\langle b_0,b_1\rangle=0$.

The sum rule can be read off directly. The only transition from $b_1$ leads to $b_0$, with energy difference $c$ and squared matrix element $1$, so the left side is $c$. The double commutator with $H_0=0$ vanishes, and the nonlocal term supplies all of the strength.

```lean
#print axioms NonlocalFSum.nonlocal_f_sum
#print axioms NonlocalFSum.single_projector_f_sum
#print axioms NonlocalFSum.nonlocalCorrection_shift
#print axioms NonlocalFSum.nonlocalCorrection_eq_zero
```

```
'NonlocalFSum.nonlocal_f_sum' depends on axioms: [propext, Classical.choice, Quot.sound]
'NonlocalFSum.single_projector_f_sum' depends on axioms: [propext, Classical.choice, Quot.sound]
'NonlocalFSum.nonlocalCorrection_shift' depends on axioms: [propext, Classical.choice, Quot.sound]
'NonlocalFSum.nonlocalCorrection_eq_zero' depends on axioms: [propext, Classical.choice, Quot.sound]
```
